# Born–Mayer repulsion from a stationary separation and its curvature, at given Coulomb strength

In a rock-salt crystal the ions settle at a separation where the Coulomb attraction of the lattice is balanced by the repulsion of overlapping electron shells. Diffraction gives this separation, and the bulk modulus gives the curvature of the energy there. The repulsion is not measured directly. Can its strength and range be recovered from these two data?

In the Born–Mayer model the static energy per ion pair, at nearest-neighbour separation $r$, is

$$E(r) = -\frac{M}{r} + B\,e^{-r/s}.$$

Here $M>0$ is the Coulomb strength, which stands for the Madelung constant times the squared ionic charge in suitable units. The constant $B>0$ is the strength of the repulsion and $s>0$ its range. In rock salt with repulsion between nearest neighbours only, there are six such contacts per ion pair, so $B$ is six times the prefactor of the repulsive pair potential. For given $M$, the separation and the curvature determine $B$ and $s$ uniquely whenever a fit with positive parameters exists. This is the fitting step for a rigid-ion potential with two free parameters, used for a static crystal under uniform expansion or compression.

## Force balance eliminates the exponential

Differentiating twice gives

$$E'(r)=\frac{M}{r^2}-\frac{B}{s}e^{-r/s},\qquad E''(r)=-\frac{2M}{r^3}+\frac{B}{s^2}e^{-r/s}.$$

At a stationary separation $r>0$ the slope is zero, so

$$B\,e^{-r/s}=\frac{Ms}{r^2}.$$

Putting this into the energy and the curvature removes $B$:

$$E(r)=-\frac{M}{r}+\frac{Ms}{r^2}=-\frac{M}{r}\Bigl(1-\frac{s}{r}\Bigr),$$

$$E''(r)=-\frac{2M}{r^3}+\frac{M}{s\,r^2}=\frac{M}{r^3}\Bigl(\frac{r}{s}-2\Bigr).$$

Write $k=E''(r)$. The last equation says $r/s=2+r^3k/M$, hence

$$s=\frac{r}{2+r^3k/M},\qquad B=\frac{Ms}{r^2}\,e^{r/s}.$$

The denominator equals $r/s$ and is therefore positive, whatever the sign of $k$. Conversely, if $k$ is prescribed and $2+r^3k/M>0$, these formulas define positive $s$ and $B$. The choice of $B$ restores force balance, and the curvature is then $(M/r^3)(r/s-2)=k$. Every positive curvature can be fitted.

Force balance is needed for the range formula. Take $M=s=r=1$ and $B=2e$. Then $E'(1)=1-2=-1$ and $E''(1)=-2+2=0$, so the formula returns $1/2$, although the range is $1$.

## Stability, and when a balance exists

If $r>2s$ at a stationary separation, the curvature is positive and $r$ is a local minimum. Since $s/r<1/2$, the energy there satisfies $E(r)<-M/(2r)$.

A stationary separation need not exist. Force balance reads $Br^2e^{-r/s}=Ms$, and the left side is bounded. To see this, put $x=r/(2s)$ in $x\le e^{x-1}$ and square:

$$\frac{r^2}{4s^2}\le e^{r/s-2},\qquad\text{so}\qquad Ms=Br^2e^{-r/s}\le 4Bs^2e^{-2}.$$

Thus $Me^2\le 4Bs$ is necessary. It is also sufficient: $Br^2e^{-r/s}$ is continuous, vanishes at $r=0$ and equals $4Bs^2e^{-2}\ge Ms$ at $r=2s$, so it takes the value $Ms$ somewhere in $(0,2s]$. The point found this way has curvature at most zero. If the inequality is strict, $Br^2e^{-r/s}$ exceeds $Ms$ at $r=2s$ and tends to zero as $r\to\infty$, so there is also a stationary separation beyond $2s$, and that one is a local minimum. At equality the only stationary separation is $r=2s$, which is not a minimum because the slope is positive on both sides of it. The Lean theorem below covers the existence of a stationary separation, and not this distinction.

## The energy and its two derivatives in Lean

All quantities are real numbers in one consistent set of units.

```lean
import Mathlib

open Filter Topology

namespace BornMayer

noncomputable section
```

The function `energy M B s` has the separation as its last argument, so `deriv (energy M B s) r` is $E'(r)$ and `deriv (deriv (energy M B s)) r` is $E''(r)$. The number `M` is an input: the Madelung sum behind it is not evaluated. The model also leaves out dispersion forces, zero-point motion and temperature.

```lean
/-- The Born–Mayer energy of an ionic crystal at ion separation `r`: Coulomb attraction of
strength `M` and exponential repulsion of strength `B` and range `s`, for `r ≠ 0` and `s ≠ 0`. -/
def energy (M B s r : ℝ) : ℝ := -M / r + B * Real.exp (-r / s)
```

The slope is stated as a single fraction, equal to the expression for $E'(r)$ above. In the proof, `h1` differentiates the Coulomb term by the quotient rule, `h2` differentiates the exponential by the chain rule, and `h` adds the two. The exponential is then replaced by a letter `e`, and what remains is an identity between fractions. Lean's `deriv` returns zero where a function has no derivative, so the condition $r\ne0$ also keeps the origin from counting as a stationary point.

```lean
/-- The slope of the Born–Mayer energy at a nonzero separation, for a nonzero range. -/
theorem hasDerivAt_energy (M B : ℝ) {s r : ℝ} (hs : s ≠ 0) (hr : r ≠ 0) :
    HasDerivAt (energy M B s)
      ((M * s - B * r ^ 2 * Real.exp (-r / s)) / (s * r ^ 2)) r := by
  have h1 : HasDerivAt (fun x : ℝ => -M / x) (M / r ^ 2) r :=
    ((hasDerivAt_const r (-M)).fun_div (hasDerivAt_id' r) hr).congr_deriv (by ring)
  have h2 : HasDerivAt (fun x : ℝ => Real.exp (-x / s)) (Real.exp (-r / s) * (-1 / s)) r :=
    ((hasDerivAt_id' r).fun_neg.div_const s).exp
  have h : HasDerivAt (energy M B s) (M / r ^ 2 + B * (Real.exp (-r / s) * (-1 / s))) r :=
    h1.fun_add (h2.const_mul B)
  refine h.congr_deriv ?_
  generalize Real.exp (-r / s) = e
  field_simp
  ring
```

For the curvature, the closed formula for the slope has to hold throughout a neighbourhood of $r$, and not only at $r$. This is `hE`: points near a nonzero $r$ are themselves nonzero, so the previous theorem applies to each of them. The formula is then differentiated term by term.

```lean
/-- The curvature of the Born–Mayer energy at a nonzero separation, for a nonzero range. -/
theorem hasDerivAt_deriv_energy (M B : ℝ) {s r : ℝ} (hs : s ≠ 0) (hr : r ≠ 0) :
    HasDerivAt (deriv (energy M B s))
      ((B * r ^ 3 * Real.exp (-r / s) - 2 * M * s ^ 2) / (s ^ 2 * r ^ 3)) r := by
  -- near `r` the slope is given by its closed formula
  have hE : deriv (energy M B s) =ᶠ[𝓝 r]
      fun x => M / (x * x) - B / s * Real.exp (-x / s) := by
    filter_upwards [isOpen_ne.mem_nhds hr] with x hx
    have hx0 : x ≠ 0 := hx
    rw [(hasDerivAt_energy M B hs hx0).deriv]
    generalize Real.exp (-x / s) = e
    field_simp
  have h1 : HasDerivAt (fun x : ℝ => M / (x * x))
      ((0 * (r * r) - M * (1 * r + r * 1)) / (r * r) ^ 2) r :=
    (hasDerivAt_const r M).fun_div ((hasDerivAt_id' r).fun_mul (hasDerivAt_id' r))
      (mul_ne_zero hr hr)
  have h2 : HasDerivAt (fun x : ℝ => Real.exp (-x / s)) (Real.exp (-r / s) * (-1 / s)) r :=
    ((hasDerivAt_id' r).fun_neg.div_const s).exp
  refine ((h1.fun_sub (h2.const_mul (B / s))).congr_of_eventuallyEq hE).congr_deriv ?_
  generalize Real.exp (-r / s) = e
  field_simp
  ring
```

## Force balance and what follows from it

The first theorem here is the balance condition $Be^{-r/s}=Ms/r^2$, as an equivalence with zero slope. A fraction with nonzero denominator vanishes exactly when its numerator does, and the rest is rearrangement.

```lean
/-- Force balance: for nonzero range and separation, the slope vanishes exactly when the
repulsion energy equals `M s / r²`. -/
theorem stationary_iff (M B : ℝ) {s r : ℝ} (hs : s ≠ 0) (hr : r ≠ 0) :
    deriv (energy M B s) r = 0 ↔ B * Real.exp (-r / s) = M * s / r ^ 2 := by
  rw [(hasDerivAt_energy M B hs hr).deriv, div_eq_zero_iff,
    or_iff_left (mul_ne_zero hs (pow_ne_zero 2 hr)), eq_div_iff (pow_ne_zero 2 hr)]
  constructor <;> intro h <;> linear_combination -h
```

The lattice energy follows by substituting the balance condition into the definition. The theorem needs only nonzero $s$ and $r$, and no sign for $M$ or $B$.

```lean
/-- The Born–Mayer lattice energy: at a nonzero stationary separation `r`, with nonzero range
`s`, the energy is `-(M/r)(1 - s/r)`. -/
theorem energy_of_stationary {M B s r : ℝ} (hs : s ≠ 0) (hr : r ≠ 0)
    (h : deriv (energy M B s) r = 0) :
    energy M B s r = -(M / r) * (1 - s / r) := by
  rw [stationary_iff M B hs hr] at h
  unfold energy
  rw [h]
  ring
```

The curvature formula arises in the same way. The balance condition, multiplied by $r$, becomes `h3`, which replaces the exponential in the numerator of the second derivative.

```lean
/-- At a nonzero stationary separation `r`, with nonzero range `s`, the curvature of the energy
is `(M/r³)(r/s - 2)`. -/
theorem curvature_of_stationary {M B s r : ℝ} (hs : s ≠ 0) (hr : r ≠ 0)
    (h : deriv (energy M B s) r = 0) :
    deriv (deriv (energy M B s)) r = M / r ^ 3 * (r / s - 2) := by
  rw [stationary_iff M B hs hr, eq_div_iff (pow_ne_zero 2 hr)] at h
  -- force balance eliminates the repulsion
  have h3 : B * r ^ 3 * Real.exp (-r / s) = M * s * r := by linear_combination r * h
  rw [(hasDerivAt_deriv_energy M B hs hr).deriv, h3]
  field_simp
```

## The fit as an equivalence

The next theorem treats the fitting problem. The data are $M>0$, $r>0$ and any real `k`, and the unknowns are `B` and `s`. The left side says that both unknowns are positive and that they reproduce zero slope and curvature `k` at `r`. The right side says that $2+r^3k/M$ is positive and that `s` and `B` have the values derived above. A fit with positive parameters therefore exists exactly when $2+r^3k/M>0$, and it is then unique.

In the forward direction, `hc` identifies $2+r^3k/M$ with $r/s$ through the curvature formula. The value of `B` comes from multiplying the balance condition by $e^{r/s}$. In the backward direction, `hs0` gives a positive range, `hst` checks force balance, and `hrs` recovers $r/s$, from which the curvature formula returns `k`.

```lean
/-- Fitting the repulsion: for `M, r > 0`, positive parameters `B` and `s` make `r` stationary
with curvature `k` exactly when `2 + r³k/M` is positive, `s = r / (2 + r³k/M)` and
`B = (M s / r²) exp(r/s)`. -/
theorem fit_iff {M r k : ℝ} (hM : 0 < M) (hr : 0 < r) (B s : ℝ) :
    (0 < B ∧ 0 < s ∧ deriv (energy M B s) r = 0 ∧ deriv (deriv (energy M B s)) r = k) ↔
      (0 < 2 + r ^ 3 * k / M ∧ s = r / (2 + r ^ 3 * k / M) ∧
        B = M * s / r ^ 2 * Real.exp (r / s)) := by
  have h0 : -r / s + r / s = 0 := by ring
  constructor
  · rintro ⟨-, hs, h, hk⟩
    -- the measured combination is the ratio of separation to range
    have hc : 2 + r ^ 3 * k / M = r / s := by
      rw [← hk, curvature_of_stationary hs.ne' hr.ne' h]
      field_simp
      ring
    rw [hc]
    refine ⟨by positivity, by field_simp, ?_⟩
    rw [← (stationary_iff M B hs.ne' hr.ne').1 h, mul_assoc, ← Real.exp_add, h0,
      Real.exp_zero, mul_one]
  · rintro ⟨hc, hs, hB⟩
    have hs0 : 0 < s := by
      rw [hs]
      exact div_pos hr hc
    have hst : deriv (energy M B s) r = 0 := by
      rw [stationary_iff M B hs0.ne' hr.ne', hB, mul_assoc, ← Real.exp_add,
        add_comm, h0, Real.exp_zero, mul_one]
    have hrs : r / s = 2 + r ^ 3 * k / M := by
      rw [div_eq_iff hs0.ne']
      linear_combination -((eq_div_iff hc.ne').1 hs)
    refine ⟨by rw [hB]; positivity, hs0, hst, ?_⟩
    rw [curvature_of_stationary hs0.ne' hr.ne' hst, hrs, add_sub_cancel_left]
    field_simp
```

The range formula is then a corollary in which `k` is the actual curvature of the given energy. A positive `B` is not assumed. The proof obtains it from force balance, because $Be^{-r/s}=Ms/r^2$ is positive, and then reads the range off the equivalence.

```lean
/-- The repulsive range from the curvature: for `M, s > 0` and a stationary separation `r > 0`,
`s = r / (2 + r³E''(r)/M)`. -/
theorem range_of_curvature {M B s r : ℝ} (hM : 0 < M) (hs : 0 < s) (hr : 0 < r)
    (h : deriv (energy M B s) r = 0) :
    s = r / (2 + r ^ 3 * deriv (deriv (energy M B s)) r / M) := by
  have hB : 0 < B := (mul_pos_iff_of_pos_right (Real.exp_pos (-r / s))).1 (by
    rw [(stationary_iff M B hs.ne' hr.ne').1 h]
    positivity)
  exact ((fit_iff hM hr B s).1 ⟨hB, hs, h, rfl⟩).2.1
```

## Minima and the threshold for balance

The stability theorem assumes a stationary separation with `2 * s < r`. Its first conclusion, `IsLocalMin`, comes from the second-derivative test, with the positive curvature supplied by `curvature_of_stationary`. Its second conclusion uses the lattice energy and $s/r<1/2$. The minimum is with respect to the single variable $r$, so shear and other distortions of the crystal are not tested.

```lean
/-- For `M, s > 0`, a stationary separation `r` larger than `2s` is a local minimum of the
energy, and the energy there lies below half the Coulomb energy `-M/r`. -/
theorem stable_of_two_mul_range_lt {M B s r : ℝ} (hM : 0 < M) (hs : 0 < s)
    (h2 : 2 * s < r) (h : deriv (energy M B s) r = 0) :
    IsLocalMin (energy M B s) r ∧ energy M B s r < -(M / r) / 2 := by
  have hr : 0 < r := by linarith
  constructor
  · refine isLocalMin_of_deriv_deriv_pos ?_ h
      (hasDerivAt_energy M B hs.ne' hr.ne').continuousAt
    rw [curvature_of_stationary hs.ne' hr.ne' h]
    have h3 : 2 < r / s := (lt_div_iff₀ hs).2 h2
    exact mul_pos (by positivity) (by linarith)
  · rw [energy_of_stationary hs.ne' hr.ne' h]
    have h3 : s / r < 1 / 2 := (div_lt_iff₀ hr).2 (by linarith)
    have h4 : 0 < M / r := by positivity
    nlinarith [mul_pos h4 (sub_pos.2 h3)]
```

The last theorem is the threshold $Me^2\le4Bs$. In the forward direction, `hx` is the inequality $x\le e^{x-1}$ at $x=r/(2s)$, `hsq` is its square, and `hr2` is the resulting bound on $r^2$. The `calc` block inserts this bound into force balance, with `hw` collecting the exponentials.

In the backward direction, `hbot` and `htop` compare $Br^2e^{-r/s}$ with $Ms$ at the ends of the interval $[0,2s]$. The intermediate value theorem supplies a point of equality, and `hr0` excludes $r=0$, where the left side would vanish while $Ms$ is positive.

```lean
/-- For `M, B, s > 0`, a positive stationary separation exists exactly when the repulsion is
strong enough: `M e² ≤ 4 B s`. -/
theorem exists_stationary_iff {M B s : ℝ} (hM : 0 < M) (hB : 0 < B) (hs : 0 < s) :
    (∃ r, 0 < r ∧ deriv (energy M B s) r = 0) ↔ M * Real.exp 2 ≤ 4 * B * s := by
  constructor
  · rintro ⟨r, hr, h⟩
    rw [stationary_iff M B hs.ne' hr.ne', eq_div_iff (pow_ne_zero 2 hr.ne')] at h
    -- the tangent-line bound `x ≤ exp (x - 1)` at `x = r / (2 s)`, squared
    have hx : r / (2 * s) ≤ Real.exp (r / (2 * s) - 1) := by
      linarith [Real.add_one_le_exp (r / (2 * s) - 1)]
    have hsq : (r / (2 * s)) ^ 2 ≤ Real.exp (r / s - 2) := by
      refine (pow_le_pow_left₀ (by positivity) hx 2).trans_eq ?_
      rw [sq, ← Real.exp_add]
      congr 1
      ring
    have hr2 : r ^ 2 ≤ 4 * s ^ 2 * Real.exp (r / s - 2) := by
      have h4 : r ^ 2 = 4 * s ^ 2 * (r / (2 * s)) ^ 2 := by
        field_simp
        ring
      rw [h4]
      exact mul_le_mul_of_nonneg_left hsq (by positivity)
    have hw : Real.exp (r / s - 2) * (Real.exp (-r / s) * Real.exp 2) = 1 := by
      rw [← Real.exp_add, ← Real.exp_add, ← Real.exp_zero]
      congr 1
      ring
    refine le_of_mul_le_mul_right ?_ hs
    calc M * Real.exp 2 * s = B * (r ^ 2 * (Real.exp (-r / s) * Real.exp 2)) := by
          linear_combination (-Real.exp 2) * h
      _ ≤ B * (4 * s ^ 2 * Real.exp (r / s - 2) * (Real.exp (-r / s) * Real.exp 2)) := by
          gcongr
      _ = 4 * B * s * s := by linear_combination 4 * B * s ^ 2 * hw
  · intro h
    have hcont : Continuous fun r : ℝ => B * r ^ 2 * Real.exp (-r / s) := by fun_prop
    have hbot : B * 0 ^ 2 * Real.exp (-0 / s) ≤ M * s := by
      have := mul_pos hM hs
      simpa using this.le
    have htop : M * s ≤ B * (2 * s) ^ 2 * Real.exp (-(2 * s) / s) := by
      have h1 : -(2 * s) / s = -2 := by field_simp
      have h2 : Real.exp 2 * Real.exp (-2) = 1 := by
        rw [← Real.exp_add, add_neg_cancel, Real.exp_zero]
      rw [h1]
      calc M * s = M * Real.exp 2 * (s * Real.exp (-2)) := by
            linear_combination (-(M * s)) * h2
        _ ≤ 4 * B * s * (s * Real.exp (-2)) :=
            mul_le_mul_of_nonneg_right h (by positivity)
        _ = B * (2 * s) ^ 2 * Real.exp (-2) := by ring
    -- force balance is reached somewhere between contact and `2 s`
    obtain ⟨r, hr, hgr⟩ := intermediate_value_Icc (by positivity : (0 : ℝ) ≤ 2 * s)
      hcont.continuousOn ⟨hbot, htop⟩
    have hg : B * r ^ 2 * Real.exp (-r / s) = M * s := hgr
    have hr0 : r ≠ 0 := by
      intro h0
      have hpos := mul_pos hM hs
      rw [← hg, h0] at hpos
      simp at hpos
    exact ⟨r, lt_of_le_of_ne hr.1 hr0.symm, (stationary_iff M B hs.ne' hr0).2
      ((eq_div_iff (pow_ne_zero 2 hr0)).2 (by linear_combination hg))⟩

end

end BornMayer
```

```lean
#print axioms BornMayer.curvature_of_stationary
-- 'BornMayer.curvature_of_stationary' depends on axioms: [propext, Classical.choice, Quot.sound]
#print axioms BornMayer.range_of_curvature
-- 'BornMayer.range_of_curvature' depends on axioms: [propext, Classical.choice, Quot.sound]
#print axioms BornMayer.stable_of_two_mul_range_lt
-- 'BornMayer.stable_of_two_mul_range_lt' depends on axioms: [propext, Classical.choice, Quot.sound]
#print axioms BornMayer.exists_stationary_iff
-- 'BornMayer.exists_stationary_iff' depends on axioms: [propext, Classical.choice, Quot.sound]
```
